# With hoppings h, h, h, −h and equal energies on sites 2 and 4, a four-site ring has zero Green function from site 1 to site 3

Q: Before any theorem, show me the effect in numbers.

A: Take hoppings 1, 1, 1, −1, with the negative one between sites 4 and 1, all site energies zero, and E = 1. A unit source on site 1 produces amplitudes a, b, c, d on sites 1 to 4:

a − b + d = 1
−a + b − c = 0
−b + c − d = 0
a − c + d = 0

The second and fourth equations give b = a + c and d = c − a, so b + d = 2c. The third says b + d = c, hence c = 0. The first then gives a = −1, b = −1, d = 1. Sites 2 and 4 respond with opposite signs and cancel at site 3.

Q: Those parameters are very special. What happens in general?

A: Let ε₁, …, ε₄ be the site energies, h the real hopping and φ a phase on the link between sites 4 and 1. Write M = E − H and G for its inverse. Rows and columns are numbered from 0, as in Lean, so G₂₀ leads from site 1 to site 3. By Cramer's rule, det(M) G₂₀ is the determinant left after deleting row 0 and column 2 of M, with sign +:

| −h, E − ε₂, 0 |
| 0, −h, −h |
| −h e^(−iφ), 0, E − ε₄ |

Expanding along the first row gives

det(M) G₂₀ = (−h)(−h)(E − ε₄) − (E − ε₂)(−h² e^(−iφ))
= h² [(E − ε₄) + e^(−iφ)(E − ε₂)].

The first term is the path through site 2, the second the path through site 4. At φ = π the sum is h²(ε₂ − ε₄), which is zero for equal energies. Since det(M) ≠ 0, G₂₀ = 0. The deleted row and column contained ε₁ and ε₃, so these never enter the sum.

Q: Is that the Hamiltonian in the file?

A: Yes. The phase φ is 2π times the flux in units of the flux quantum (Planck's constant divided by the elementary charge), gathered on one link.

```lean
import Mathlib

open Matrix Complex

namespace HalfFluxRing

noncomputable section

/-- Hamiltonian of a four-site ring with site energies `ε₁, ε₂, ε₃, ε₄`, real hopping `h` on
every link, and a Peierls phase `φ` on the link between sites 4 and 1.
Sites 1 to 4 carry the indices 0 to 3. -/
def ringHamiltonian (h φ : ℝ) (ε₁ ε₂ ε₃ ε₄ : ℂ) : Matrix (Fin 4) (Fin 4) ℂ :=
  !![ε₁, (h : ℂ), 0, h * exp (φ * I);
     (h : ℂ), ε₂, (h : ℂ), 0;
     0, (h : ℂ), ε₃, (h : ℂ);
     h * exp (-(φ * I)), 0, (h : ℂ), ε₄]
```

Q: And if E − H has no inverse?

A: Then there is no Green function to speak about. `IsGreen E H G` says (E − H)G = 1, and the theorems about `G 2 0` take this as a hypothesis.

```lean
/-- `G` is the Green function of `H` at energy `E`: it inverts `E - H`. -/
def IsGreen (E : ℂ) (H G : Matrix (Fin 4) (Fin 4) ℂ) : Prop :=
  (E • (1 : Matrix (Fin 4) (Fin 4) ℂ) - H) * G = 1
```

Q: Where is half a flux quantum?

A: It is φ = π. The second lemma below confirms that the matrix then has hoppings h, h, h, −h.

```lean
theorem exp_neg_pi_I : exp (-((Real.pi : ℂ) * I)) = -1 := by
  rw [Complex.exp_neg, Complex.exp_pi_mul_I]
  norm_num

/-- At phase `π` the ring has the real hoppings `h, h, h, -h`. -/
theorem ringHamiltonian_pi (h : ℝ) (ε₁ ε₂ ε₃ ε₄ : ℂ) :
    ringHamiltonian h Real.pi ε₁ ε₂ ε₃ ε₄ =
      !![ε₁, (h : ℂ), 0, -(h : ℂ);
         (h : ℂ), ε₂, (h : ℂ), 0;
         0, (h : ℂ), ε₃, (h : ℂ);
         -(h : ℂ), 0, (h : ℂ), ε₄] := by
  rw [ringHamiltonian, exp_neg_pi_I, Complex.exp_pi_mul_I, mul_neg_one]
```

Q: My device has leads. Are they covered?

A: Yes, if each lead touches only site 1 or only site 3. Its self-energy is then a complex shift of ε₁ or ε₃, and all energies here are complex. At half flux with ε₂ = ε₄, the result therefore gives zero coherent transmission between a lead on site 1 and a lead on site 3, for non-interacting electrons with one orbital per site and equal hopping strengths.

Q: How does Lean reach the cancellation?

A: Taking determinants of (E − H)G = 1 shows that det(E − H) is nonzero.

```lean
/-- If a Green function exists at energy `E`, the determinant of `E - H` is nonzero. -/
theorem IsGreen.det_ne_zero {E : ℂ} {H G : Matrix (Fin 4) (Fin 4) ℂ} (hG : IsGreen E H G) :
    (E • (1 : Matrix (Fin 4) (Fin 4) ℂ) - H).det ≠ 0 := by
  intro h0
  have h1 := congrArg Matrix.det (show (E • (1 : Matrix (Fin 4) (Fin 4) ℂ) - H) * G = 1 from hG)
  rw [Matrix.det_mul, h0, zero_mul, Matrix.det_one] at h1
  exact zero_ne_one h1
```

In the next proof, `hadj` is the 3×3 determinant above and `cramer` is Cramer's rule, obtained by multiplying (E − H)G = 1 by the adjugate.

```lean
/-- The Green function from site 1 to site 3, multiplied by the determinant of `E - H`, is the
sum of two path amplitudes, one through site 2 and one through site 4. -/
theorem det_mul_green {h φ : ℝ} {E ε₁ ε₂ ε₃ ε₄ : ℂ} {G : Matrix (Fin 4) (Fin 4) ℂ}
    (hG : IsGreen E (ringHamiltonian h φ ε₁ ε₂ ε₃ ε₄) G) :
    (E • (1 : Matrix (Fin 4) (Fin 4) ℂ) - ringHamiltonian h φ ε₁ ε₂ ε₃ ε₄).det * G 2 0 =
      (h : ℂ) ^ 2 * ((E - ε₄) + exp (-(φ * I)) * (E - ε₂)) := by
  -- entry (3,1) of the adjugate, counting from 1: the cofactor of entry (1,3) of `M`
  have hadj : ∀ M : Matrix (Fin 4) (Fin 4) ℂ, M.adjugate 2 0 =
      M 1 0 * (M 2 1 * M 3 3 - M 2 3 * M 3 1) - M 1 1 * (M 2 0 * M 3 3 - M 2 3 * M 3 0)
        + M 1 3 * (M 2 0 * M 3 1 - M 2 1 * M 3 0) := by
    intro M
    rw [Matrix.adjugate_fin_succ_eq_det_submatrix, Matrix.det_fin_three]
    change (-1 : ℂ) ^ 2 * (M 1 0 * M 2 1 * M 3 3 - M 1 0 * M 2 3 * M 3 1
      - M 1 1 * M 2 0 * M 3 3 + M 1 1 * M 2 3 * M 3 0
      + M 1 3 * M 2 0 * M 3 1 - M 1 3 * M 2 1 * M 3 0) = _
    ring
  -- Cramer's rule
  have cramer : ∀ M : Matrix (Fin 4) (Fin 4) ℂ, M * G = 1 → M.det • G = M.adjugate := by
    intro M hM
    calc M.det • G = (M.adjugate * M) * G := by
          rw [Matrix.adjugate_mul, Matrix.smul_mul, Matrix.one_mul]
      _ = M.adjugate := by rw [Matrix.mul_assoc, hM, Matrix.mul_one]
  have hc := congrFun (congrFun (cramer _ hG) 2) 0
  rw [Matrix.smul_apply, smul_eq_mul] at hc
  rw [hc, hadj]
  simp [ringHamiltonian]
  ring
```

The main theorem sets φ = π, sees the two amplitudes cancel, and divides out the determinant.

```lean
/-- Destructive interference: in the ring with hoppings `h, h, h, -h` and equal energies `ε` on
sites 2 and 4, the Green function from site 1 to site 3 vanishes whenever it exists. -/
theorem green_half_flux_eq_zero {h : ℝ} {E ε₁ ε ε₃ : ℂ} {G : Matrix (Fin 4) (Fin 4) ℂ}
    (hG : IsGreen E (ringHamiltonian h Real.pi ε₁ ε ε₃ ε) G) : G 2 0 = 0 := by
  have f := det_mul_green hG
  rw [exp_neg_pi_I] at f
  -- the two path amplitudes are opposite
  have f0 : (E • (1 : Matrix (Fin 4) (Fin 4) ℂ)
      - ringHamiltonian h Real.pi ε₁ ε ε₃ ε).det * G 2 0 = 0 := by
    linear_combination f
  exact (mul_eq_zero.mp f0).resolve_left hG.det_ne_zero
```

Q: Do the energies really have to match?

A: At half flux with h ≠ 0, yes: h²(ε₂ − ε₄) = 0 forces ε₂ = ε₄.

```lean
/-- At half a flux quantum and nonzero hopping, the Green function from site 1 to site 3 vanishes
exactly when sites 2 and 4 have equal energies. -/
theorem green_half_flux_eq_zero_iff {h : ℝ} (hh : h ≠ 0) {E ε₁ ε₂ ε₃ ε₄ : ℂ}
    {G : Matrix (Fin 4) (Fin 4) ℂ}
    (hG : IsGreen E (ringHamiltonian h Real.pi ε₁ ε₂ ε₃ ε₄) G) : G 2 0 = 0 ↔ ε₂ = ε₄ := by
  constructor
  · intro h0
    have f := det_mul_green hG
    rw [exp_neg_pi_I, h0, mul_zero] at f
    have hc : (h : ℂ) ^ 2 ≠ 0 := pow_ne_zero 2 (Complex.ofReal_ne_zero.mpr hh)
    have f0 : (h : ℂ) ^ 2 * (ε₂ - ε₄) = 0 := by linear_combination -f
    exact sub_eq_zero.mp ((mul_eq_zero.mp f0).resolve_left hc)
  · rintro rfl
    exact green_half_flux_eq_zero hG
```

Q: And the flux?

A: With equal energies ε, the sum is h²(E − ε)(1 + e^(−iφ)). If h ≠ 0 and E ≠ ε, it vanishes only for e^(iφ) = −1. At E = ε both amplitudes are zero, so G₂₀ = 0 whenever the inverse exists. For h ≠ 0 the one exception is a whole number of flux quanta, zero included (e^(iφ) = 1): there det(M) = h⁴|1 − e^(iφ)|² = 0 at E = ε, no inverse exists, and G₂₀ does not tend to zero as E approaches ε.

```lean
/-- For equal energies `ε` on sites 2 and 4, nonzero hopping and `E ≠ ε`, the Green function from
site 1 to site 3 vanishes exactly when the phase factor around the ring is `-1`. -/
theorem green_eq_zero_iff_phase {h φ : ℝ} (hh : h ≠ 0) {E ε₁ ε ε₃ : ℂ} (hE : E ≠ ε)
    {G : Matrix (Fin 4) (Fin 4) ℂ} (hG : IsGreen E (ringHamiltonian h φ ε₁ ε ε₃ ε) G) :
    G 2 0 = 0 ↔ exp (φ * I) = -1 := by
  have f := det_mul_green hG
  have hx : exp (φ * I) * exp (-(φ * I)) = 1 := by
    rw [← Complex.exp_add, add_neg_cancel, Complex.exp_zero]
  constructor
  · intro h0
    rw [h0, mul_zero] at f
    have hc : (h : ℂ) ^ 2 * (E - ε) ≠ 0 :=
      mul_ne_zero (pow_ne_zero 2 (Complex.ofReal_ne_zero.mpr hh)) (sub_ne_zero.mpr hE)
    have f0 : (h : ℂ) ^ 2 * (E - ε) * (1 + exp (-(φ * I))) = 0 := by linear_combination -f
    have f1 := (mul_eq_zero.mp f0).resolve_left hc
    linear_combination exp (φ * I) * f1 - hx
  · intro hφ
    rw [hφ] at hx
    have hm : exp (-(φ * I)) = -1 := by linear_combination -hx
    rw [hm] at f
    have f0 : (E • (1 : Matrix (Fin 4) (Fin 4) ℂ)
        - ringHamiltonian h φ ε₁ ε ε₃ ε).det * G 2 0 = 0 := by
      linear_combination f
    exact (mul_eq_zero.mp f0).resolve_left hG.det_ne_zero
```

Q: When does the Green function exist at half flux?

A: Put x = E − ε. For x ≠ 0, eliminating sites 2 and 4 leaves sites 1 and 3 uncoupled, with diagonal terms E − ε₁ − 2h²/x and E − ε₃ − 2h²/x. Multiplying their product by x² gives

det(M) = [x(E − ε₁) − 2h²] [x(E − ε₃) − 2h²].

Both sides are polynomials in x, so this also holds at x = 0. Lean expands the determinant directly. The inverse exists exactly when both factors are nonzero.

```lean
/-- At half a flux quantum with equal energies `ε` on sites 2 and 4, the determinant of `E - H`
is a product of two factors, one containing only `ε₁` and the other only `ε₃` besides `E, ε, h`. -/
theorem det_half_flux (h : ℝ) (E ε₁ ε ε₃ : ℂ) :
    (E • (1 : Matrix (Fin 4) (Fin 4) ℂ) - ringHamiltonian h Real.pi ε₁ ε ε₃ ε).det =
      ((E - ε) * (E - ε₁) - 2 * (h : ℂ) ^ 2) * ((E - ε) * (E - ε₃) - 2 * (h : ℂ) ^ 2) := by
  have hM : E • (1 : Matrix (Fin 4) (Fin 4) ℂ) - ringHamiltonian h Real.pi ε₁ ε ε₃ ε =
      !![E - ε₁, -(h : ℂ), 0, (h : ℂ);
         -(h : ℂ), E - ε, -(h : ℂ), 0;
         0, -(h : ℂ), E - ε₃, -(h : ℂ);
         (h : ℂ), 0, -(h : ℂ), E - ε] := by
    rw [ringHamiltonian_pi]
    ext i j
    fin_cases i <;> fin_cases j <;> simp
  rw [hM]
  simp [Matrix.det_succ_row_zero, Fin.sum_univ_succ, Fin.succAbove]
  ring

/-- At half a flux quantum with equal energies `ε` on sites 2 and 4, the Green function exists
exactly when neither `(E - ε)(E - ε₁)` nor `(E - ε)(E - ε₃)` equals `2h²`. -/
theorem exists_green_half_flux_iff (h : ℝ) (E ε₁ ε ε₃ : ℂ) :
    (∃ G, IsGreen E (ringHamiltonian h Real.pi ε₁ ε ε₃ ε) G) ↔
      (E - ε) * (E - ε₁) ≠ 2 * (h : ℂ) ^ 2 ∧ (E - ε) * (E - ε₃) ≠ 2 * (h : ℂ) ^ 2 := by
  rw [← sub_ne_zero, ← sub_ne_zero (a := (E - ε) * (E - ε₃)), ← mul_ne_zero_iff,
    ← det_half_flux]
  constructor
  · rintro ⟨G, hG⟩
    exact hG.det_ne_zero
  · intro hd
    exact ⟨_, Matrix.mul_nonsing_inv _ (isUnit_iff_ne_zero.mpr hd)⟩

end

end HalfFluxRing
```

Q: Does the other diagonal of the ring behave the same way?

A: The corresponding cofactor from site 2 to site 4 at half flux is h²(ε₃ − ε₁), so that entry vanishes when sites 1 and 3 have equal energies. This neighbouring case is worked out here only in prose.

```lean
#print axioms HalfFluxRing.green_half_flux_eq_zero_iff
#print axioms HalfFluxRing.green_eq_zero_iff_phase
#print axioms HalfFluxRing.exists_green_half_flux_iff
```

```
'HalfFluxRing.green_half_flux_eq_zero_iff' depends on axioms: [propext, Classical.choice, Quot.sound]
'HalfFluxRing.green_eq_zero_iff_phase' depends on axioms: [propext, Classical.choice, Quot.sound]
'HalfFluxRing.exists_green_half_flux_iff' depends on axioms: [propext, Classical.choice, Quot.sound]
```
